# Importance sampling on a finite set: the least second moment, and when the variance can vanish

A molecule spends nearly all its time near a potential minimum, but the observable we want is appreciable only near a barrier. Sampling from the Boltzmann distribution then yields many configurations that contribute almost nothing and a few that contribute almost everything, so the average is noisy. One remedy is to sample from another distribution $q$ and correct for the change by reweighting. How small can the noise be made by choosing $q$ well?

Take finitely many configurations $i$, with weights $p_i$ and a real observable $f_i$. For any weights $p$ and observable $g$, write

$$\langle g\rangle_p=\sum_i p_i g_i,\qquad w_i=\frac{p_i f_i}{q_i}.$$

The number $w_i$ is recorded when configuration $i$ is drawn from $q$. For nonnegative $p$ and a probability distribution $q$ that misses no contributing configuration, its mean is $\langle f\rangle_p$ and its second moment is at least $\langle |f|\rangle_p^2$. When $\langle|f|\rangle_p\neq0$, the bound is reached by sampling in proportion to $p|f|$.

## The objects and their conventions

```lean
import Mathlib

open Finset

namespace ImportanceSampling

noncomputable section

variable {ι : Type*} [Fintype ι]
```

The type `ι` is the finite set of configurations, and weights and observables are functions `ι → ℝ`. A sampling distribution is a function with two properties:

```lean
/-- A probability distribution on a finite set of configurations. -/
structure IsProb (q : ι → ℝ) : Prop where
  nonneg : ∀ i, 0 ≤ q i
  sum_one : ∑ i, q i = 1
```

Averages and variances are finite sums:

```lean
/-- The average of the observable `g` with weights `p`. -/
def mean (p g : ι → ℝ) : ℝ := ∑ i, p i * g i

/-- The mean squared deviation of `g` from its average under `q`. -/
def variance (q g : ι → ℝ) : ℝ := mean q (fun i => (g i - mean q g) ^ 2)
```

The weights `p` need not sum to one. If they are normalised Boltzmann probabilities, `mean p f` is the thermal average; if they are bare Boltzmann factors, it is the unnormalised sum, and with $f=1$ it is the partition function. Ratio estimators, which divide by a sampled normalisation, are not treated.

```lean
/-- The reweighted observable `p f / q`, recorded when sampling from `q`. -/
def estimator (p q f : ι → ℝ) : ι → ℝ := fun i => p i * f i / q i

/-- The sampling distribution `q` vanishes only where `p f` vanishes. -/
def Covers (p q f : ι → ℝ) : Prop := ∀ i, q i = 0 → p i * f i = 0

/-- The sampling weights `p |f|` divided by their sum. -/
def optimal (p f : ι → ℝ) : ι → ℝ :=
  fun i => p i * |f i| / mean p (fun j => |f j|)
```

Here `estimator p q f` is $w$, and `optimal p f` is $p|f|/\langle|f|\rangle_p$. In Lean, division by zero returns zero, so $w_i=0$ where $q_i=0$; such a configuration is never drawn, and its $w_i$ enters averages over $q$ with weight zero. The variance is that of a single draw; for $N$ independent draws, the variance of their average is smaller by a factor $N$. Correlations along a Markov chain do not enter the model.

## No contributing configuration is missed

The hypothesis `Covers p q f` says that $q_i=0$ only where $p_if_i=0$. Under this hypothesis, the sampler may ignore a configuration only if its own contribution $p_if_i$ is zero. A region in which nonzero contributions cancel does not qualify, although leaving out the whole region would not bias the mean. The hypothesis is weaker than requiring $q$ to be positive everywhere, and the weakening matters because the best $q$ vanishes wherever $f$ does.

By hand, the condition gives $q_iw_i=p_if_i$ at every $i$. Where $q_i\neq0$, the factor $q_i$ cancels; where $q_i=0$, both sides are zero. Summing over $i$ gives

$$\langle w\rangle_q=\sum_i q_iw_i=\sum_i p_if_i=\langle f\rangle_p .$$

```lean
variable {p q f : ι → ℝ}

omit [Fintype ι] in
/-- If `q` vanishes only where `p f` does, then `q` times the estimator is `p f` at each
configuration. -/
theorem weight_mul_estimator (hc : Covers p q f) (i : ι) :
    q i * estimator p q f i = p i * f i := by
  by_cases h : q i = 0
  · rw [h, zero_mul, hc i h]
  · unfold estimator
    field_simp
```

The proof makes the same case distinction, with `hc i h` supplying $p_if_i=0$ in the first case and `field_simp` cancelling $q_i$ in the second. The sum then follows term by term:

```lean
/-- Importance sampling with a covering `q` is unbiased: the estimator averaged over `q` gives the
average of `f` over `p`. -/
theorem mean_estimator (hc : Covers p q f) :
    mean q (estimator p q f) = mean p f := by
  unfold mean
  exact Finset.sum_congr rfl fun i _ => weight_mul_estimator hc i
```

Without covering, the estimator can be biased. Take two configurations with $p=(\tfrac12,\tfrac12)$, $f=(1,1)$ and $q=(1,0)$. Only the first is ever drawn, and it always gives $w_1=\tfrac12$, whereas the true average is $1$. The second moment is $\tfrac14$, so the bound fails as well.

## The sampler is a probability distribution

The hypothesis `IsProb q` says that $q_i\ge0$ and $\sum_i q_i=1$: draws can be made from $q$, and its normalisation is known. The two parts do different work.

Normalisation enters when a squared deviation is expanded. For any constant $c$,

$$\sum_i q_i(g_i-c)^2=\langle g^2\rangle_q-2c\langle g\rangle_q+c^2\sum_i q_i .$$

With $c=\langle g\rangle_q$ and $\sum_i q_i=1$, the right side is $\langle g^2\rangle_q-\langle g\rangle_q^2$. Hence

$$\langle g^2\rangle_q=\langle g\rangle_q^2+\operatorname{Var}_q(g).$$

```lean
/-- Under a probability distribution, the second moment is the squared mean plus the variance. -/
theorem second_moment_eq (hq : IsProb q) (g : ι → ℝ) :
    mean q (fun i => g i ^ 2) = mean q g ^ 2 + variance q g := by
  -- expand the squared deviation from an arbitrary constant
  have h : ∀ c : ℝ, mean q (fun i => (g i - c) ^ 2)
      = mean q (fun i => g i ^ 2) - 2 * c * mean q g + c ^ 2 * ∑ i, q i := by
    intro c
    simp only [mean, Finset.mul_sum, ← Finset.sum_sub_distrib, ← Finset.sum_add_distrib]
    apply Finset.sum_congr rfl
    intro i _
    ring
  unfold variance
  rw [h (mean q g), hq.sum_one]
  ring
```

The inner statement `h` is the expansion for arbitrary `c`, and `hq.sum_one` is used only after `c` has been set to the mean.

Nonnegativity makes the variance a sum of nonnegative terms $q_i(g_i-\langle g\rangle_q)^2$. It is therefore nonnegative, and it is zero only if every term is zero. That means $q_i=0$ or $g_i=\langle g\rangle_q$ at each $i$, which is the single equation $q_ig_i=q_i\langle g\rangle_q$. Conversely, multiplying this equation by $g_i-\langle g\rangle_q$ shows that each term of the variance vanishes.

```lean
/-- The variance under a probability distribution is nonnegative. -/
theorem variance_nonneg (hq : IsProb q) (g : ι → ℝ) : 0 ≤ variance q g :=
  Finset.sum_nonneg fun i _ => mul_nonneg (hq.nonneg i) (sq_nonneg _)

/-- The variance vanishes exactly when `g` equals its mean at every configuration
of nonzero probability. -/
theorem variance_eq_zero_iff (hq : IsProb q) (g : ι → ℝ) :
    variance q g = 0 ↔ ∀ i, q i * g i = q i * mean q g := by
  constructor
  · intro h i
    have h' : ∑ j, q j * (g j - mean q g) ^ 2 = 0 := h
    rw [Finset.sum_eq_zero_iff_of_nonneg
      (fun j _ => mul_nonneg (hq.nonneg j) (sq_nonneg _))] at h'
    have h0 : q i * (g i - mean q g) ^ 2 = 0 := h' i (Finset.mem_univ i)
    rcases mul_eq_zero.1 h0 with h1 | h1
    · rw [h1, zero_mul, zero_mul]
    · have h2 : g i = mean q g := sub_eq_zero.1 ((pow_eq_zero_iff two_ne_zero).1 h1)
      rw [h2]
  · intro h
    change ∑ j, q j * (g j - mean q g) ^ 2 = 0
    apply Finset.sum_eq_zero
    intro j _
    linear_combination (g j - mean q g) * h j
```

In the forward direction, `Finset.sum_eq_zero_iff_of_nonneg` passes from a zero sum to zero terms. In the reverse direction, `linear_combination` performs the multiplication just described.

Either part of `IsProb` can spoil the bound if it is absent. With one configuration, $p=f=1$ and $q=2$, the second moment is $2\cdot(\tfrac12)^2=\tfrac12$, below $\langle|f|\rangle_p^2=1$. With two configurations, $p=(\tfrac12,\tfrac12)$, $f=(1,1)$ and the normalised but signed $q=(2,-1)$, it is $\tfrac18-\tfrac14<0$.

## The target weights are nonnegative

The hypothesis `hp` says that $p_i\ge0$, as for Boltzmann factors or the squared modulus of a wave function. It allows absolute values to pass through the weights. Taking absolute values in $q_iw_i=p_if_i$ gives

$$q_i|w_i|=p_i|f_i|,\qquad\text{so}\qquad \langle|w|\rangle_q=\langle|f|\rangle_p .$$

Now apply the second-moment identity to $g=|w|$. Since $|w|^2=w^2$,

$$\langle w^2\rangle_q=\langle|f|\rangle_p^2+\operatorname{Var}_q(|w|)\ \ge\ \langle|f|\rangle_p^2 .$$

The excess over the bound is the variance of $|w|$. Equality therefore means $q_i|w_i|=q_i\langle|w|\rangle_q$ for every $i$, which is

$$p_i|f_i|=q_i\langle|f|\rangle_p .$$

```lean
/-- For nonnegative `p` and a covering probability distribution `q`, the estimator has mean `⟨f⟩_p`
and second moment at least `⟨|f|⟩_p ^ 2`, with equality exactly when `p |f|` is `q` times `⟨|f|⟩_p`
at every configuration. -/
theorem importance_sampling (hp : ∀ i, 0 ≤ p i) (hq : IsProb q) (hc : Covers p q f) :
    mean q (estimator p q f) = mean p f ∧
    mean p (fun i => |f i|) ^ 2 ≤ mean q (fun i => estimator p q f i ^ 2) ∧
    (mean q (fun i => estimator p q f i ^ 2) = mean p (fun i => |f i|) ^ 2 ↔
      ∀ i, p i * |f i| = q i * mean p (fun j => |f j|)) := by
  have hw : ∀ i, q i * |estimator p q f i| = p i * |f i| := by
    intro i
    have h := congrArg abs (weight_mul_estimator hc i)
    rwa [abs_mul, abs_mul, abs_of_nonneg (hq.nonneg i), abs_of_nonneg (hp i)] at h
  have hm : mean q (fun i => |estimator p q f i|) = mean p (fun i => |f i|) := by
    unfold mean
    exact Finset.sum_congr rfl fun i _ => hw i
  -- the gap in the bound is the variance of the absolute value of the estimator
  have gap := second_moment_eq hq (fun i => |estimator p q f i|)
  simp only [sq_abs] at gap
  rw [hm] at gap
  have hv := variance_nonneg hq (fun i => |estimator p q f i|)
  have hz := variance_eq_zero_iff hq (fun i => |estimator p q f i|)
  rw [hm] at hz
  simp only [hw] at hz
  refine ⟨mean_estimator hc, by linarith, ?_, ?_⟩
  · intro h
    exact hz.1 (by linarith)
  · intro h
    have h0 := hz.2 h
    linarith
```

The theorem has three parts: the mean, the lower bound, and the exact condition for equality. In its proof, `hw` and `hm` are the two identities for absolute values, and `gap` is the displayed decomposition. The nonnegative variance `hv` gives the bound, and `hz`, rewritten with `hm` and `hw`, is the equality condition. If $\langle|f|\rangle_p=0$, then $p_i|f_i|=0$ everywhere and every admissible $q$, meaning every covering probability distribution, gives equality; otherwise the condition determines $q$ uniquely.

For signed weights the inequality would survive, since $\left(\sum_i p_i|f_i|\right)^2\le\left(\sum_i |p_if_i|\right)^2$, but it would no longer be sharp when $p_i|f_i|$ takes both signs. In that case `optimal p f` would also fail to be a probability distribution. The remedy is to move the sign of $p_i$ into $f_i$, which leaves $w_i$ unchanged.

## The average of the absolute value is nonzero

The hypothesis `hA` of the next theorem is $\langle|f|\rangle_p\neq0$. With nonnegative weights, it says that at least one configuration contributes. The distribution

$$q_i=\frac{p_i|f_i|}{\langle|f|\rangle_p}$$

is then nonnegative and sums to one. It covers, because $q_i=0$ forces $p_i|f_i|=0$ and hence $p_if_i=0$. It satisfies the equality condition by construction, so $\langle w^2\rangle_q=\langle|f|\rangle_p^2$. Subtracting the squared mean gives

$$\operatorname{Var}_q(w)=\langle|f|\rangle_p^2-\langle f\rangle_p^2 .$$

Every admissible $q$ has the same mean $\langle f\rangle_p$ and a second moment at least as large, so this is the smallest variance available.

```lean
/-- If `p` is nonnegative and `⟨|f|⟩_p` is nonzero, the weights proportional to `p |f|` form a
covering probability distribution, with estimator variance `⟨|f|⟩_p ^ 2 - ⟨f⟩_p ^ 2`. -/
theorem optimal_sampling (hp : ∀ i, 0 ≤ p i) (hA : mean p (fun i => |f i|) ≠ 0) :
    IsProb (optimal p f) ∧ Covers p (optimal p f) f ∧
    variance (optimal p f) (estimator p (optimal p f) f)
      = mean p (fun i => |f i|) ^ 2 - mean p f ^ 2 := by
  have hq : IsProb (optimal p f) := by
    refine ⟨fun i => ?_, ?_⟩
    · exact div_nonneg (mul_nonneg (hp i) (abs_nonneg _))
        (Finset.sum_nonneg fun j _ => mul_nonneg (hp j) (abs_nonneg _))
    · unfold optimal
      rw [← Finset.sum_div]
      exact div_self hA
  have hc : Covers p (optimal p f) f := by
    intro i hi
    have h1 : p i * |f i| = 0 := (div_eq_zero_iff.1 hi).resolve_right hA
    rcases mul_eq_zero.1 h1 with h2 | h2
    · rw [h2, zero_mul]
    · rw [abs_eq_zero.1 h2, mul_zero]
  refine ⟨hq, hc, ?_⟩
  -- the second moment attains its lower bound
  have h2 := (importance_sampling hp hq hc).2.2.2 (fun i => by
    unfold optimal
    field_simp)
  have h3 := second_moment_eq hq (estimator p (optimal p f) f)
  rw [mean_estimator hc] at h3
  linarith
```

The proof uses `hA` to normalise, with `div_self`, to show covering, where it excludes a vanishing denominator, and to cancel that denominator when `field_simp` checks the equality condition. The term `h2` takes the equality from the previous theorem, and `h3` splits the second moment into squared mean and variance.

If $\langle|f|\rangle_p=0$, there is nothing to normalise: `optimal p f` is the zero function and not a probability distribution. The sampling problem is then trivial, because $w$ vanishes identically for every $q$.

## The observable has one sign

If $f_i\ge0$ for all $i$, then $|f|=f$ and the two terms of the minimal variance cancel. The reason is visible directly: where $q_i\neq0$,

$$w_i=\frac{p_if_i}{p_if_i/\langle f\rangle_p}=\langle f\rangle_p ,$$

so every draw returns the exact answer. If instead $f_i\le0$ for all $i$, then $\langle|f|\rangle_p=-\langle f\rangle_p$ and the two terms cancel in the same way; the theorem below states the nonnegative case.

```lean
/-- For nonnegative weights and a nonnegative observable with nonzero average, sampling from the
distribution proportional to `p f` gives an estimator of zero variance. -/
theorem zero_variance (hp : ∀ i, 0 ≤ p i) (hf : ∀ i, 0 ≤ f i) (hA : mean p f ≠ 0) :
    IsProb (optimal p f) ∧ Covers p (optimal p f) f ∧
    variance (optimal p f) (estimator p (optimal p f) f) = 0 := by
  have habs : (fun i => |f i|) = f := funext fun i => abs_of_nonneg (hf i)
  obtain ⟨h1, h2, h3⟩ := optimal_sampling (f := f) hp (by rw [habs]; exact hA)
  refine ⟨h1, h2, ?_⟩
  rw [h3, habs, sub_self]
```

The hypothesis `hf` enters the proof once, in `habs`, which identifies $|f|$ with $f$.

The normalising constant of this ideal distribution is $\langle f\rangle_p$ itself, the number being sought. In a simulation with finitely many configurations and a normalised $q$, the result thus serves as a guide to the shape of a good trial distribution, and evaluating the ideal one amounts to having solved the problem.

Without a definite sign, zero variance may be out of reach. Suppose $p_if_i>0$ at one configuration and $p_jf_j<0$ at another. If an admissible $q$ had zero variance, then with $m=\langle w\rangle_q$ we should have

$$p_if_i=q_im,\qquad p_jf_j=q_jm .$$

For $m\ge0$ the second equation contradicts $p_jf_j<0$; for $m\le0$ the first contradicts $p_if_i>0$. The variance is therefore strictly positive for every admissible $q$.

```lean
/-- If `p f` takes both signs, the estimator has strictly positive variance for every
covering sampling distribution. -/
theorem variance_pos_of_signs (hq : IsProb q) (hc : Covers p q f) {i j : ι}
    (hi : 0 < p i * f i) (hj : p j * f j < 0) :
    0 < variance q (estimator p q f) := by
  refine lt_of_le_of_ne (variance_nonneg hq _) fun h => ?_
  have hz := (variance_eq_zero_iff hq _).1 h.symm
  have h1 := hz i
  have h2 := hz j
  rw [weight_mul_estimator hc] at h1 h2
  -- a constant estimator cannot have both signs
  rcases le_total 0 (mean q (estimator p q f)) with hm | hm
  · nlinarith [mul_nonneg (hq.nonneg j) hm]
  · nlinarith [mul_nonneg (hq.nonneg i) (neg_nonneg.2 hm)]

end

end ImportanceSampling
```

The proof takes the two equations from `variance_eq_zero_iff`, rewrites their left sides with `weight_mul_estimator`, and splits on the sign of the mean. It does not require $p$ to be nonnegative, so it also applies to the signed weights met in quantum Monte Carlo, for a finite configuration set. There it says that no covering sampling distribution makes this estimator of the signed sum $\sum_i p_if_i$ free of noise when its terms take both signs. It does not say how the noise depends on system size or temperature, and it does not address ratios of such sums.

```lean
#print axioms ImportanceSampling.importance_sampling
-- 'ImportanceSampling.importance_sampling' depends on axioms: [propext, Classical.choice, Quot.sound]
#print axioms ImportanceSampling.zero_variance
-- 'ImportanceSampling.zero_variance' depends on axioms: [propext, Classical.choice, Quot.sound]
#print axioms ImportanceSampling.variance_pos_of_signs
-- 'ImportanceSampling.variance_pos_of_signs' depends on axioms: [propext, Classical.choice, Quot.sound]
```

## One sampler for several observables

Often a single run must serve several observables $f^{(1)},\dots,f^{(K)}$, taken here as scaled to common units so that their squares can be added. Let $w^{(k)}_i=p_if^{(k)}_i/q_i$ and

$$h_i=\Big(\sum_{k=1}^K \big(f^{(k)}_i\big)^2\Big)^{1/2}.$$

At each configuration with $q_i\neq0$, the squares add up to $\sum_k (w^{(k)}_i)^2=(p_ih_i/q_i)^2$, which is the squared estimator for the single observable $h$. For nonnegative $p$ and a probability distribution $q$ that covers $h$, the bound applied to $h$ gives

$$\sum_{k=1}^K\big\langle (w^{(k)})^2\big\rangle_q\ \ge\ \langle h\rangle_p^2 ,$$

with equality exactly when $p_ih_i=q_i\langle h\rangle_p$ for every $i$. Since the means do not depend on $q$, sampling in proportion to $ph$ also minimises the sum of the $K$ variances, provided $\langle h\rangle_p\neq0$. This extension is argued here by hand and is not among the theorems in the code.
